# A chain of masses with internal resonators carries no Bloch wave at or just above the resonance

A chain of outer masses $M$, joined by springs $K$, with an inner mass $m$ on a spring $k$ inside each, carries no Bloch wave of real wavenumber when its angular frequency $w$ satisfies

$$\frac{k}{m}\le w^2<\frac{k}{m}\left(1+\frac{m}{M}\right).$$

The explanation I was given is that the effective mass $M_{\rm eff}=M+mk/(k-mw^2)$ is negative there. But every mass and spring constant is positive, so what is negative? And why is $w^2=k/m$ included, where the formula divides by zero?

## The inner mass carries the opposite momentum

What is negative is the ratio of a cell's total momentum to the velocity of its outer mass, when the cell is driven steadily at frequency $w$. Above the resonance the inner mass moves against the outer one, and inside the gap its momentum is the larger. The resonance itself needs a separate argument, without $M_{\rm eff}$.

Let $u_n$ and $v_n$ be the outer and inner displacements in cell $n$. Newton's equations are

$$M\ddot u_n=K(u_{n+1}+u_{n-1}-2u_n)+k(v_n-u_n),\qquad m\ddot v_n=k(u_n-v_n).$$

Insert $u_n=Ue^{i(qn-wt)}$ and $v_n=Ve^{i(qn-wt)}$, with $q$ real and $U,V$ not both zero. Two time derivatives give a factor $-w^2$, and the two neighbours add up to $2\cos q\,u_n$. The common phase cancels:

$$(k-mw^2)V=kU,\qquad \bigl(2K(1-\cos q)+k-Mw^2\bigr)U=kV.$$

At $w^2=k/m$ the first equation gives $U=0$, and the second then gives $V=0$. There is no wave.

At any other frequency $V\ne0$, since $V=0$ would force $U=0$. Multiply the second equation by $k$, replace $kU$ by $(k-mw^2)V$ and cancel $V$:

$$\bigl(2K(1-\cos q)+k-Mw^2\bigr)(k-mw^2)=k^2.$$

Dividing by $k-mw^2$ gives

$$2K(1-\cos q)=Mw^2-k+\frac{k^2}{k-mw^2}=Mw^2+\frac{mk\,w^2}{k-mw^2}=M_{\rm eff}w^2.$$

The first amplitude equation also gives $M_{\rm eff}U=MU+mV$, which is the momentum ratio above. It uses only the inner mass's equation, which does not contain $q$, so off resonance it also holds for the driven or evanescent motion that remains possible in the gap.

Now write

$$M_{\rm eff}=\frac{k(M+m)-Mmw^2}{k-mw^2}.$$

Above the resonance the denominator is negative, so $M_{\rm eff}<0$ exactly when $w^2<k(M+m)/(Mm)=(k/m)(1+m/M)$. Between the resonance and this upper edge, $M_{\rm eff}w^2$ is therefore negative, while $2K(1-\cos q)\ge0$. No real $q$ can satisfy both.

Conversely, if $2K(1-\cos q)=M_{\rm eff}w^2$ off resonance, the amplitudes $U=k-mw^2$, $V=k$ solve both equations. Since $1-\cos q$ takes every value in $[0,2]$, a frequency off resonance is carried by some real $q$ exactly when $0\le M_{\rm eff}w^2\le4K$. The bound $4K$ also excludes frequencies just below the resonance, where $M_{\rm eff}$ is large and positive. At the upper edge $M_{\rm eff}=0$, and a wave exists with $q=0$, $U=m$, $V=-M$.

## The chain in Lean

`Chain` holds the four constants and their positivity. `IsMotion` states Newton's equations for every integer cell and every real time, with complex displacements. `wave` fixes the sign convention $qn-wt$, with $q$ measured per cell, and `HasBlochWave` requires a nonzero amplitude. `resonance_gap` excludes every real `q` on the half-open interval, but claims a negative `effMass` only strictly above $k/m$, because Lean's division by zero would return $M$ at the resonance.

The model is infinite, classical, harmonic and undamped. The step to an experiment is from the absence of real-$q$ waves to weak transmission through a finite, damped sample. For this one-dimensional harmonic chain, a phonon calculation should find no mode in the interval at any $q$.

```lean
import Mathlib

noncomputable section

namespace ResonantChain

/-- A locally resonant chain: outer masses `M` joined by springs `K`, each holding an inner
mass `m` on a spring `k`, all four constants positive. -/
structure Chain where
  M : ℝ
  m : ℝ
  K : ℝ
  k : ℝ
  M_pos : 0 < M
  m_pos : 0 < m
  K_pos : 0 < K
  k_pos : 0 < k

/-- Newton's equations for the outer displacements `u n t` and inner displacements `v n t`
of all cells `n`. -/
def Chain.IsMotion (c : Chain) (u v : ℤ → ℝ → ℂ) : Prop :=
  ∀ (n : ℤ) (t : ℝ),
    c.M * deriv (deriv (u n)) t
      = c.K * (u (n + 1) t + u (n - 1) t - 2 * u n t) + c.k * (v n t - u n t) ∧
    c.m * deriv (deriv (v n)) t = c.k * (u n t - v n t)

/-- The plane wave `A exp(i(qn - wt))` with real wavenumber `q` (per cell) and frequency `w`. -/
def wave (A : ℂ) (q w : ℝ) (n : ℤ) (t : ℝ) : ℂ :=
  A * Complex.exp (((q * n - w * t : ℝ) : ℂ) * Complex.I)

/-- The chain carries a nonzero Bloch wave of wavenumber `q` and frequency `w`. -/
def Chain.HasBlochWave (c : Chain) (q w : ℝ) : Prop :=
  ∃ U V : ℂ, (U ≠ 0 ∨ V ≠ 0) ∧ c.IsMotion (wave U q w) (wave V q w)

/-- The effective mass `M + mk/(k - m w²)` of a cell, meaningful for `w² ≠ k/m`. -/
def Chain.effMass (c : Chain) (w : ℝ) : ℝ :=
  c.M + c.m * c.k / (c.k - c.m * w ^ 2)

/-- The acceleration in a plane wave is `-w²` times the displacement. -/
theorem second_deriv_wave (A : ℂ) (q w : ℝ) (n : ℤ) (t : ℝ) :
    deriv (deriv (wave A q w n)) t = -(w : ℂ) ^ 2 * wave A q w n t := by
  -- one time derivative multiplies the amplitude by `-iw`
  have h (B : ℂ) (s : ℝ) :
      HasDerivAt (wave B q w n) (wave (-(w * Complex.I) * B) q w n s) s := by
    have h0 : HasDerivAt (fun s : ℝ => q * n - w * s) (-w) s :=
      (((hasDerivAt_id' s).const_mul w).const_sub (q * n)).congr_deriv (by ring)
    have h2 := (h0.ofReal_comp.mul_const Complex.I).cexp.const_mul B
    refine HasDerivAt.congr_deriv (f := wave B q w n) h2 ?_
    simp only [wave]
    push_cast
    ring
  have hd (B : ℂ) : deriv (wave B q w n) = wave (-(w * Complex.I) * B) q w n :=
    funext fun s => (h B s).deriv
  have hI : -(w * Complex.I) * (-(w * Complex.I) * A) = -(w : ℂ) ^ 2 * A := by
    linear_combination ((w : ℂ) ^ 2 * A) * Complex.I_sq
  rw [hd, hd, hI]
  simp only [wave]
  ring

/-- In a plane wave the displacements of the two neighbouring cells add up to `2 cos q` times
the displacement of the cell between them. -/
theorem wave_neighbours (A : ℂ) (q w : ℝ) (n : ℤ) (t : ℝ) :
    wave A q w (n + 1) t + wave A q w (n - 1) t
      = 2 * (Real.cos q : ℂ) * wave A q w n t := by
  have e1 : wave A q w (n + 1) t = wave A q w n t * Complex.exp ((q : ℂ) * Complex.I) := by
    simp only [wave]
    rw [mul_assoc, ← Complex.exp_add]
    congr 2
    push_cast
    ring
  have e2 : wave A q w (n - 1) t = wave A q w n t * Complex.exp (-(q : ℂ) * Complex.I) := by
    simp only [wave]
    rw [mul_assoc, ← Complex.exp_add]
    congr 2
    push_cast
    ring
  rw [e1, e2, Complex.ofReal_cos, Complex.cos]
  ring

/-- Plane waves with amplitudes `U` (outer) and `V` (inner) obey Newton's equations exactly
when the amplitudes solve two linear equations. -/
theorem isMotion_wave_iff (c : Chain) (U V : ℂ) (q w : ℝ) :
    c.IsMotion (wave U q w) (wave V q w) ↔
      ((c.k - c.m * w ^ 2 : ℝ) : ℂ) * V = c.k * U ∧
      ((2 * c.K * (1 - Real.cos q) + c.k - c.M * w ^ 2 : ℝ) : ℂ) * U = c.k * V := by
  constructor
  · intro h
    obtain ⟨h1, h2⟩ := h 0 0
    have z (A : ℂ) : wave A q w 0 0 = A := by simp [wave]
    rw [second_deriv_wave, wave_neighbours] at h1
    rw [second_deriv_wave] at h2
    simp only [z] at h1 h2
    push_cast at h1 h2 ⊢
    exact ⟨by linear_combination h2, by linear_combination h1⟩
  · rintro ⟨h1, h2⟩ n t
    -- every term carries the same phase factor
    have hf (A : ℂ) : wave A q w n t = A * wave 1 q w n t := by simp [wave]
    rw [second_deriv_wave, second_deriv_wave, wave_neighbours, hf U, hf V]
    push_cast at h1 h2 ⊢
    exact ⟨by linear_combination wave 1 q w n t * h2,
      by linear_combination wave 1 q w n t * h1⟩

/-- Away from the resonance `w² = k/m` the denominator of the effective mass is nonzero and
can be cleared. -/
theorem effMass_mul (c : Chain) {w : ℝ} (h : w ^ 2 ≠ c.k / c.m) :
    c.k - c.m * w ^ 2 ≠ 0 ∧
      c.effMass w * (c.k - c.m * w ^ 2) = c.M * (c.k - c.m * w ^ 2) + c.m * c.k := by
  have hd : c.k - c.m * w ^ 2 ≠ 0 := fun h0 =>
    h ((eq_div_iff c.m_pos.ne').2 (by linarith))
  refine ⟨hd, ?_⟩
  rw [Chain.effMass, add_mul, div_mul_cancel₀ _ hd]

/-- Above the resonance, the effective mass is negative exactly when
`w² < (k/m)(1 + m/M)`. -/
theorem effMass_neg_iff (c : Chain) {w : ℝ} (h : c.k / c.m < w ^ 2) :
    c.effMass w < 0 ↔ w ^ 2 < c.k / c.m * (1 + c.m / c.M) := by
  have hM := c.M_pos
  have hm := c.m_pos
  have hE : c.M * c.m * (c.k / c.m * (1 + c.m / c.M)) = c.k * (c.M + c.m) := by
    field_simp
  have hd : c.k - c.m * w ^ 2 < 0 := by
    have := (div_lt_iff₀ hm).1 h
    linarith
  have he := (effMass_mul c h.ne').2
  generalize c.k / c.m * (1 + c.m / c.M) = E at hE ⊢
  constructor
  · intro hn
    by_contra hw
    have h1 := mul_pos_of_neg_of_neg hn hd
    have h2 := mul_nonneg (mul_pos hM hm).le (sub_nonneg.2 (not_lt.1 hw))
    nlinarith
  · intro hw
    by_contra hn
    have h1 := mul_nonneg (not_lt.1 hn) (neg_nonneg.2 hd.le)
    have h2 := mul_pos (mul_pos hM hm) (sub_pos.2 hw)
    nlinarith

/-- Dispersion relation: a nonzero Bloch wave exists exactly when `w² ≠ k/m` and the effective
mass times `w²` equals `2K(1 - cos q)`. -/
theorem hasBlochWave_iff (c : Chain) (q w : ℝ) :
    c.HasBlochWave q w ↔
      w ^ 2 ≠ c.k / c.m ∧ c.effMass w * w ^ 2 = 2 * c.K * (1 - Real.cos q) := by
  have hk : (c.k : ℂ) ≠ 0 := Complex.ofReal_ne_zero.2 c.k_pos.ne'
  constructor
  · rintro ⟨U, V, hne, h⟩
    obtain ⟨h1, h2⟩ := (isMotion_wave_iff c U V q w).1 h
    -- the inner mass cannot be at rest
    have hV : V ≠ 0 := by
      intro hV
      rw [hV, mul_zero] at h1
      have hU := (mul_eq_zero.1 h1.symm).resolve_left hk
      exact hne.elim (fun g => g hU) (fun g => g hV)
    -- at resonance the outer mass is at rest, and then so is the inner one
    have hres : w ^ 2 ≠ c.k / c.m := by
      intro hw
      have hd0 : c.k - c.m * w ^ 2 = 0 := by
        have := (eq_div_iff c.m_pos.ne').1 hw
        linarith
      rw [hd0, Complex.ofReal_zero, zero_mul] at h1
      have hU := (mul_eq_zero.1 h1.symm).resolve_left hk
      rw [hU, mul_zero] at h2
      exact hV ((mul_eq_zero.1 h2.symm).resolve_left hk)
    obtain ⟨hd, he⟩ := effMass_mul c hres
    have hC : ((2 * c.K * (1 - Real.cos q) + c.k - c.M * w ^ 2 : ℝ) : ℂ)
        * ((c.k - c.m * w ^ 2 : ℝ) : ℂ) = (c.k : ℂ) ^ 2 := by
      apply mul_right_cancel₀ hV
      linear_combination
        ((2 * c.K * (1 - Real.cos q) + c.k - c.M * w ^ 2 : ℝ) : ℂ) * h1 + (c.k : ℂ) * h2
    have hR : (2 * c.K * (1 - Real.cos q) + c.k - c.M * w ^ 2) * (c.k - c.m * w ^ 2)
        = c.k ^ 2 := by exact_mod_cast hC
    refine ⟨hres, mul_right_cancel₀ hd ?_⟩
    linear_combination w ^ 2 * he - hR
  · rintro ⟨hres, hq⟩
    obtain ⟨-, he⟩ := effMass_mul c hres
    have hR : (2 * c.K * (1 - Real.cos q) + c.k - c.M * w ^ 2) * (c.k - c.m * w ^ 2)
        = c.k * c.k := by
      linear_combination w ^ 2 * he - (c.k - c.m * w ^ 2) * hq
    refine ⟨((c.k - c.m * w ^ 2 : ℝ) : ℂ), c.k, Or.inr hk, ?_⟩
    rw [isMotion_wave_iff]
    exact ⟨mul_comm _ _, by rw [← Complex.ofReal_mul, hR, Complex.ofReal_mul]⟩

/-- Local-resonance gap: for `k/m ≤ w² < (k/m)(1 + m/M)` no real wavenumber carries a nonzero
Bloch wave, and if moreover `k/m < w²` the effective mass is negative. -/
theorem resonance_gap (c : Chain) {w : ℝ} (hlow : c.k / c.m ≤ w ^ 2)
    (hup : w ^ 2 < c.k / c.m * (1 + c.m / c.M)) :
    (∀ q : ℝ, ¬ c.HasBlochWave q w) ∧ (c.k / c.m < w ^ 2 → c.effMass w < 0) := by
  refine ⟨fun q hB => ?_, fun h => (effMass_neg_iff c h).2 hup⟩
  obtain ⟨hres, hq⟩ := (hasBlochWave_iff c q w).1 hB
  have hneg := (effMass_neg_iff c (lt_of_le_of_ne hlow hres.symm)).2 hup
  have hw : 0 < w ^ 2 := lt_of_lt_of_le (div_pos c.k_pos c.m_pos) hlow
  -- negative inertia cannot balance the nonnegative stiffness of the outer springs
  have h1 := mul_neg_of_neg_of_pos hneg hw
  have h2 := mul_nonneg c.K_pos.le (sub_nonneg.2 (Real.cos_le_one q))
  linarith

/-- Pass bands: some real wavenumber carries a nonzero Bloch wave of frequency `w` exactly when
`w² ≠ k/m` and the effective mass times `w²` lies between `0` and `4K`. -/
theorem pass_band_iff (c : Chain) (w : ℝ) :
    (∃ q : ℝ, c.HasBlochWave q w) ↔
      w ^ 2 ≠ c.k / c.m ∧ 0 ≤ c.effMass w * w ^ 2 ∧ c.effMass w * w ^ 2 ≤ 4 * c.K := by
  have hK := c.K_pos
  constructor
  · rintro ⟨q, hB⟩
    obtain ⟨hres, hq⟩ := (hasBlochWave_iff c q w).1 hB
    have h1 := mul_nonneg hK.le (sub_nonneg.2 (Real.cos_le_one q))
    have h2 := mul_nonneg hK.le (sub_nonneg.2 (Real.neg_one_le_cos q))
    exact ⟨hres, by linarith, by linarith⟩
  · rintro ⟨hres, h0, h4⟩
    have hK2 : 0 < 2 * c.K := by linarith
    have hx0 : 0 ≤ c.effMass w * w ^ 2 / (2 * c.K) := div_nonneg h0 hK2.le
    have hx2 : c.effMass w * w ^ 2 / (2 * c.K) ≤ 2 := (div_le_iff₀ hK2).2 (by linarith)
    have hx := div_mul_cancel₀ (c.effMass w * w ^ 2) hK2.ne'
    -- solve the dispersion relation for the wavenumber
    refine ⟨Real.arccos (1 - c.effMass w * w ^ 2 / (2 * c.K)),
      (hasBlochWave_iff c _ w).2 ⟨hres, ?_⟩⟩
    rw [Real.cos_arccos (by linarith) (by linarith)]
    linear_combination -hx

/-- At the upper edge `w² = (k/m)(1 + m/M)` the chain carries the wave of wavenumber zero with
outer amplitude `m` and inner amplitude `-M`. -/
theorem upper_edge_wave (c : Chain) {w : ℝ}
    (hw : w ^ 2 = c.k / c.m * (1 + c.m / c.M)) :
    c.IsMotion (wave (c.m : ℂ) 0 w) (wave (-(c.M : ℂ)) 0 w) := by
  have hM := c.M_pos
  have hm := c.m_pos
  have h : c.M * c.m * w ^ 2 = c.k * (c.M + c.m) := by
    rw [hw]
    field_simp
  have hC : (c.M : ℂ) * c.m * (w : ℂ) ^ 2 = c.k * (c.M + c.m) := by exact_mod_cast h
  rw [isMotion_wave_iff, Real.cos_zero]
  push_cast
  exact ⟨by linear_combination hC, by linear_combination -hC⟩

end ResonantChain
```

```lean
#print axioms ResonantChain.resonance_gap
#print axioms ResonantChain.pass_band_iff
#print axioms ResonantChain.upper_edge_wave
```

```
'ResonantChain.resonance_gap' depends on axioms: [propext, Classical.choice, Quot.sound]
'ResonantChain.pass_band_iff' depends on axioms: [propext, Classical.choice, Quot.sound]
'ResonantChain.upper_edge_wave' depends on axioms: [propext, Classical.choice, Quot.sound]
```

## From amplitudes to the gap

`second_deriv_wave` and `wave_neighbours` supply the two substitutions. `isMotion_wave_iff` obtains the amplitude equations by evaluating at $n=0$, $t=0$, where the phase factor is 1; conversely, it multiplies them by the common phase factor.

`effMass_mul` clears the denominator, and `effMass_neg_iff` compares signs by contradiction. `hasBlochWave_iff` treats the resonance separately, cancels $V$ as above and passes from complex to real numbers with `exact_mod_cast`. For the converse it supplies the amplitudes $U=k-mw^2$, $V=k$.

`resonance_gap` then sets the negative side against the nonnegative one. `pass_band_iff` bounds the cosine in one direction and solves for $q$ with `Real.arccos` in the other. `upper_edge_wave` checks the edge amplitudes in the two linear equations.
